# An RPA zero mode with A + B singular and A − B invertible makes the response matrix non-diagonalisable

A mean-field state that is localised in a translation-invariant system can be shifted as a whole at no cost in energy. In the random-phase approximation (RPA) this flat direction appears as a mode of zero frequency, the Goldstone mode. With real matrices $A$ and $B$, and excitation and de-excitation amplitudes $x$ and $y$, the response matrix is

$$M=\begin{pmatrix}A&B\\-B&-A\end{pmatrix},$$

and the flat direction is a vector $v\neq0$ with $(A+B)v=0$. I have read that $M$ then lacks a full set of eigenvectors, and that the missing direction describes uniform motion of the whole system. Can this be derived rigorously, with a proof that a machine has checked?

## From the flat direction to a missing eigenvector

Yes, provided that $A-B$ is invertible. The matrix acts on a pair of amplitudes as

$$M(x,y)=(Ax+By,\;-Bx-Ay).$$

Suppose that $M(x,y)=0$. Then $Ax+By=0$ and $Bx+Ay=0$, and subtracting gives $(A-B)(x-y)=0$. Since $A-B$ is invertible, $x=y$, and the first equation becomes $(A+B)x=0$. Conversely, every pair $(x,x)$ with $(A+B)x=0$ is annihilated by $M$. In particular $M(v,v)=0$.

Now put $u=(A-B)^{-1}v$ and $z=(u,-u)$. Then

$$Mz=(Au-Bu,\;-Bu+Au)=(v,v)\neq0,\qquad M^2z=M(v,v)=0.$$

A diagonalisable matrix does not allow this. Let $MP=PD$ with $P$ invertible and $D$ diagonal with entries $d_i$, and write $z=Pc$. From $0=M^2z=PD^2c$ it follows that $d_i^2c_i=0$ for every $i$, hence $d_ic_i=0$, hence $Mz=PDc=0$, a contradiction. The same argument works over the complex numbers, because the real vector $z$ is also a complex one.

Can the chain $z\to(v,v)\to0$ be continued upwards? Suppose that $M(x,y)=z$. Then $Ax+By=u$ and $Bx+Ay=u$, so $(A+B)(x+y)=2u$. If $A+B$ is symmetric, the product with $v$ gives

$$2\,v\cdot u=v\cdot(A+B)(x+y)=\big((A+B)v\big)\cdot(x+y)=0.$$

So there is no such pair when $v\cdot(A-B)^{-1}v\neq0$.

The dynamics shows what $z$ means. The trajectory $z(t)=z-it\,(v,v)$ satisfies $Mz(t)=(v,v)$ at all times, and therefore $i\,\dot z(t)=(v,v)=Mz(t)$. The amplitude grows linearly in time and does not oscillate.

For real symmetric $A$ and $B$, write $x=(q+ip)/\sqrt2$ and $y=(q-ip)/\sqrt2$. The response equation becomes $\dot q=(A-B)p$ and $\dot p=-(A+B)q$, so $A-B$ acts as an inverse mass and $A+B$ as a stiffness. For motion along $v$, written $q=s\,v$, the mass belonging to the coordinate $s$ is $v\cdot(A-B)^{-1}v$. If the shift is measured by the amplitudes instead, with $s\,v$ as the real part of $x$, then $q=\sqrt2\,s\,v$ and the mass is twice this number. A physical trajectory has real $q$ and $p$, that is, $y=x^*$. For real $v$ the multiple $i\,z(t)$ of the solution above has this property, with $q=\sqrt2\,t\,v$ and $p=\sqrt2\,u$: the drift of a free particle with constant momentum.

## Two masses on a spring

Take

$$A=\begin{pmatrix}3&-1\\-1&3\end{pmatrix},\quad B=\begin{pmatrix}-1&-1\\-1&-1\end{pmatrix},\quad A-B=\begin{pmatrix}4&0\\0&4\end{pmatrix},\quad A+B=\begin{pmatrix}2&-2\\-2&2\end{pmatrix}.$$

These are two masses of $1/4$ joined by a spring, and $v=(1,1)$ moves both together. Here $u=(1/4,1/4)$ and $z=(1/4,1/4,-1/4,-1/4)$. Each upper component of $Mz$ is $1/2+1/2=1$, and so is each lower one, which gives $Mz=(1,1,1,1)$. A second application gives zero, since $Av=(2,2)$ and $Bv=(-2,-2)$.

The mass along $v$ is $v\cdot u=1/2$, the total mass; for the normalised vector $v/\sqrt2$ the value is $1/4$. The relative motion supplies the eigenvectors $(1,-1,0,0)$ and $(0,0,1,-1)$ with frequencies $4$ and $-4$. Together with $(1,1,1,1)$ that makes three independent eigenvectors in four dimensions.

## The Lean file

```lean
import Mathlib

open Matrix

namespace RPAGoldstone

noncomputable section

variable {n K : Type*} [Fintype n] [DecidableEq n] [Field K]

/-- The linear-response matrix `[[A, B], [-B, -A]]` acting on pairs of excitation and
de-excitation amplitudes. -/
def rpaMatrix (A B : Matrix n n K) : Matrix (n ⊕ n) (n ⊕ n) K :=
  fromBlocks A B (-B) (-A)

/-- The vector `(u, -u)` with `u = (A - B)⁻¹ v`, for invertible `A - B`. -/
def conjugateMode (A B : Matrix n n K) (v : n → K) : n ⊕ n → K :=
  Sum.elim ((A - B)⁻¹ *ᵥ v) (-((A - B)⁻¹ *ᵥ v))

/-- A square matrix is diagonalisable if `M P = P D` with `P` invertible and `D` diagonal. -/
def IsDiagonalisable {m : Type*} [Fintype m] [DecidableEq m] (M : Matrix m m K) : Prop :=
  ∃ (P : Matrix m m K) (d : m → K), IsUnit P ∧ M * P = P * diagonal d

omit [DecidableEq n] in
/-- The action of the response matrix on a pair of amplitudes `(x, y)`. -/
theorem rpaMatrix_mulVec (A B : Matrix n n K) (x y : n → K) :
    rpaMatrix A B *ᵥ Sum.elim x y =
      Sum.elim (A *ᵥ x + B *ᵥ y) (-(B *ᵥ x + A *ᵥ y)) := by
  rw [rpaMatrix, fromBlocks_mulVec, Sum.elim_comp_inl, Sum.elim_comp_inr,
    neg_mulVec, neg_mulVec, neg_add]

/-- If `A - B` is invertible, the zero modes of the response matrix are exactly the pairs
`(x, x)` with `(A + B) x = 0`. -/
theorem zero_mode_iff {A B : Matrix n n K} (h : IsUnit (A - B)) (x y : n → K) :
    rpaMatrix A B *ᵥ Sum.elim x y = 0 ↔ x = y ∧ (A + B) *ᵥ x = 0 := by
  have hdet := (isUnit_iff_isUnit_det _).mp h
  rw [rpaMatrix_mulVec]
  constructor
  · intro h0
    have h1 : A *ᵥ x + B *ᵥ y = 0 := funext fun i => congrFun h0 (Sum.inl i)
    have h2' : -(B *ᵥ x + A *ᵥ y) = 0 := funext fun i => congrFun h0 (Sum.inr i)
    have h2 := neg_eq_zero.mp h2'
    -- the difference of the two block equations involves only `x - y`
    have h3 : (A - B) *ᵥ (x - y) = 0 := by
      calc (A - B) *ᵥ (x - y) = (A *ᵥ x + B *ᵥ y) - (B *ᵥ x + A *ᵥ y) := by
            rw [sub_mulVec, mulVec_sub, mulVec_sub]; abel
        _ = 0 := by rw [h1, h2, sub_zero]
    have h4 : (A - B)⁻¹ *ᵥ ((A - B) *ᵥ (x - y)) = x - y := by
      rw [mulVec_mulVec, nonsing_inv_mul _ hdet, one_mulVec]
    rw [h3, mulVec_zero] at h4
    have hxy : x = y := sub_eq_zero.mp h4.symm
    refine ⟨hxy, ?_⟩
    rw [← hxy] at h1
    rw [add_mulVec, h1]
  · rintro ⟨hxy, hx⟩
    rw [add_mulVec] at hx
    rw [← hxy, add_comm (B *ᵥ x) (A *ᵥ x), hx, neg_zero]
    funext i
    cases i <;> rfl

/-- For invertible `A - B`, the response matrix sends `(u, -u)`, with `u = (A - B)⁻¹ v`,
to `(v, v)`. -/
theorem rpaMatrix_conjugateMode {A B : Matrix n n K} (h : IsUnit (A - B)) (v : n → K) :
    rpaMatrix A B *ᵥ conjugateMode A B v = Sum.elim v v := by
  have hu : (A - B) *ᵥ ((A - B)⁻¹ *ᵥ v) = v := by
    rw [mulVec_mulVec, mul_nonsing_inv _ ((isUnit_iff_isUnit_det _).mp h), one_mulVec]
  rw [conjugateMode, rpaMatrix_mulVec]
  generalize (A - B)⁻¹ *ᵥ v = u at hu ⊢
  have h1 : A *ᵥ u + B *ᵥ (-u) = v := by
    rw [mulVec_neg, ← sub_eq_add_neg, ← sub_mulVec, hu]
  have h2 : -(B *ᵥ u + A *ᵥ (-u)) = v := by
    rw [mulVec_neg, neg_add, neg_neg, neg_add_eq_sub, ← sub_mulVec, hu]
  rw [h1, h2]

/-- For a diagonalisable matrix, a vector annihilated by `M²` is already annihilated
by `M`. -/
theorem IsDiagonalisable.mulVec_eq_zero {m : Type*} [Fintype m] [DecidableEq m]
    {M : Matrix m m K} (hM : IsDiagonalisable M) {z : m → K} (h : M ^ 2 *ᵥ z = 0) :
    M *ᵥ z = 0 := by
  obtain ⟨P, d, hP, hMP⟩ := hM
  have hdet := (isUnit_iff_isUnit_det _).mp hP
  have hinv : ∀ w, P⁻¹ *ᵥ (P *ᵥ w) = w := fun w => by
    rw [mulVec_mulVec, nonsing_inv_mul _ hdet, one_mulVec]
  have h1 : ∀ w, M *ᵥ (P *ᵥ w) = P *ᵥ (diagonal d *ᵥ w) := fun w => by
    rw [mulVec_mulVec, hMP, ← mulVec_mulVec]
  -- expand `z` in the eigenbasis
  obtain ⟨c, rfl⟩ : ∃ c, z = P *ᵥ c :=
    ⟨P⁻¹ *ᵥ z, by rw [mulVec_mulVec, mul_nonsing_inv _ hdet, one_mulVec]⟩
  rw [pow_two, ← mulVec_mulVec, h1, h1] at h
  have h2 : diagonal d *ᵥ (diagonal d *ᵥ c) = 0 := by
    rw [← hinv (diagonal d *ᵥ (diagonal d *ᵥ c)), h, mulVec_zero]
  have h3 : diagonal d *ᵥ c = 0 := by
    funext i
    have hi := congrFun h2 i
    rw [mulVec_diagonal, mulVec_diagonal, Pi.zero_apply] at hi
    rw [mulVec_diagonal, Pi.zero_apply]
    rcases mul_eq_zero.mp hi with h0 | h0
    · rw [h0, zero_mul]
    · exact h0
  rw [h1, h3, mulVec_zero]

/-- Goldstone mode: if `A - B` is invertible and `A + B` annihilates `v ≠ 0`, then
`z = (u, -u)` with `u = (A - B)⁻¹ v` has `M z ≠ 0` and `M² z = 0`, and the response matrix
`M` is not diagonalisable. -/
theorem goldstone_not_diagonalisable {A B : Matrix n n K} (h : IsUnit (A - B))
    {v : n → K} (hv : (A + B) *ᵥ v = 0) (hv0 : v ≠ 0) :
    rpaMatrix A B *ᵥ conjugateMode A B v ≠ 0 ∧
      rpaMatrix A B ^ 2 *ᵥ conjugateMode A B v = 0 ∧
      ¬ IsDiagonalisable (rpaMatrix A B) := by
  have h1 : rpaMatrix A B *ᵥ conjugateMode A B v ≠ 0 := by
    rw [rpaMatrix_conjugateMode h]
    exact fun h0 => hv0 (funext fun i => congrFun h0 (Sum.inl i))
  have h2 : rpaMatrix A B ^ 2 *ᵥ conjugateMode A B v = 0 := by
    rw [pow_two, ← mulVec_mulVec, rpaMatrix_conjugateMode h,
      (zero_mode_iff h v v).mpr ⟨rfl, hv⟩]
  exact ⟨h1, h2, fun hD => h1 (hD.mulVec_eq_zero h2)⟩

/-- For real `A` and `B` with `A - B` invertible and `(A + B) v = 0` for some real `v ≠ 0`, the
response matrix is not diagonalisable over the complex numbers. -/
theorem goldstone_not_diagonalisable_complex {A B : Matrix n n ℝ} (h : IsUnit (A - B))
    {v : n → ℝ} (hv : (A + B) *ᵥ v = 0) (hv0 : v ≠ 0) :
    ¬ IsDiagonalisable ((rpaMatrix A B).map Complex.ofRealHom) := by
  obtain ⟨h1, h2, -⟩ := goldstone_not_diagonalisable h hv hv0
  intro hD
  have hmap : ∀ w : n ⊕ n → ℝ, (rpaMatrix A B).map Complex.ofRealHom *ᵥ
      (Complex.ofRealHom ∘ w) = Complex.ofRealHom ∘ (rpaMatrix A B *ᵥ w) := fun w =>
    funext fun i => (RingHom.map_mulVec Complex.ofRealHom (rpaMatrix A B) w i).symm
  rw [pow_two, ← mulVec_mulVec] at h2
  have h3 := hD.mulVec_eq_zero (z := Complex.ofRealHom ∘ conjugateMode A B v) (by
    rw [pow_two, ← mulVec_mulVec, hmap, hmap, h2]
    funext i
    exact map_zero Complex.ofRealHom)
  rw [hmap] at h3
  exact h1 (funext fun i => Complex.ofReal_eq_zero.mp (congrFun h3 i))

/-- For real matrices with `A + B` symmetric, `(A + B) v = 0` and `v · (A - B)⁻¹ v ≠ 0`,
no vector `w` satisfies `M w = (u, -u)` with `u = (A - B)⁻¹ v`. -/
theorem goldstone_chain_ends {A B : Matrix n n ℝ} (hS : (A + B).IsSymm)
    {v : n → ℝ} (hv : (A + B) *ᵥ v = 0) (hI : v ⬝ᵥ ((A - B)⁻¹ *ᵥ v) ≠ 0)
    (w : n ⊕ n → ℝ) : rpaMatrix A B *ᵥ w ≠ conjugateMode A B v := by
  intro hw
  obtain ⟨x, y, rfl⟩ : ∃ x y, w = Sum.elim x y :=
    ⟨w ∘ Sum.inl, w ∘ Sum.inr, (Sum.elim_comp_inl_inr w).symm⟩
  rw [rpaMatrix_mulVec, conjugateMode] at hw
  generalize (A - B)⁻¹ *ᵥ v = u at hw hI
  have h1 : A *ᵥ x + B *ᵥ y = u := funext fun i => congrFun hw (Sum.inl i)
  have h2' : -(B *ᵥ x + A *ᵥ y) = -u := funext fun i => congrFun hw (Sum.inr i)
  have h2 := neg_inj.mp h2'
  have h3 : (A + B) *ᵥ (x + y) = u + u := by
    calc (A + B) *ᵥ (x + y) = (A *ᵥ x + B *ᵥ y) + (B *ᵥ x + A *ᵥ y) := by
          rw [add_mulVec, mulVec_add, mulVec_add]; abel
      _ = u + u := by rw [h1, h2]
  -- the range of the symmetric matrix `A + B` is orthogonal to `v`
  have h4 : v ⬝ᵥ ((A + B) *ᵥ (x + y)) = 0 := by
    rw [dotProduct_mulVec, ← mulVec_transpose, hS.eq, hv, zero_dotProduct]
  rw [h3, dotProduct_add] at h4
  exact hI (by linarith)

/-- The trajectory `(u, -u) - i t (v, v)` with `u = (A - B)⁻¹ v`, for invertible `A - B`. -/
def drift (A B : Matrix n n ℂ) (v : n → ℂ) (t : ℝ) : n ⊕ n → ℂ :=
  conjugateMode A B v - (Complex.I * (t : ℂ)) • Sum.elim v v

/-- If `A - B` is invertible and `(A + B) v = 0`, the linearly drifting trajectory solves
the response equation `dx/dt = -i M x`. -/
theorem drift_solves {A B : Matrix n n ℂ} (h : IsUnit (A - B)) {v : n → ℂ}
    (hv : (A + B) *ᵥ v = 0) (t : ℝ) :
    HasDerivAt (drift A B v) ((-Complex.I) • (rpaMatrix A B *ᵥ drift A B v t)) t := by
  have hM : rpaMatrix A B *ᵥ drift A B v t = Sum.elim v v := by
    rw [drift, mulVec_sub, mulVec_smul, rpaMatrix_conjugateMode h,
      (zero_mode_iff h v v).mpr ⟨rfl, hv⟩, smul_zero, sub_zero]
  have h1 : HasDerivAt (fun s : ℝ => Complex.I * (s : ℂ)) Complex.I t := by
    simpa using (hasDerivAt_id t).ofReal_comp.const_mul Complex.I
  rw [hM, neg_smul]
  exact (h1.smul_const (Sum.elim v v)).const_sub (conjugateMode A B v)

/-- The block `A` of a model with two coupled coordinates. -/
def modelA : Matrix (Fin 2) (Fin 2) ℝ := !![3, -1; -1, 3]

/-- The block `B` of a model with two coupled coordinates. -/
def modelB : Matrix (Fin 2) (Fin 2) ℝ := !![-1, -1; -1, -1]

/-- The two-coordinate model with `v = (1, 1)` has `A - B` invertible, `A + B` symmetric,
`(A + B) v = 0`, `v ≠ 0` and `v · (A - B)⁻¹ v = 1/2`. -/
theorem goldstone_witness :
    IsUnit (modelA - modelB) ∧ (modelA + modelB).IsSymm ∧
      (modelA + modelB) *ᵥ ![1, 1] = 0 ∧ (![1, 1] : Fin 2 → ℝ) ≠ 0 ∧
      ![1, 1] ⬝ᵥ ((modelA - modelB)⁻¹ *ᵥ ![1, 1]) = 1 / 2 := by
  have hprod : (modelA - modelB) * !![1 / 4, 0; 0, 1 / 4] = 1 := by
    ext i j
    fin_cases i <;> fin_cases j <;>
      norm_num [modelA, modelB, Matrix.mul_apply, Fin.sum_univ_succ]
  refine ⟨(isUnit_iff_isUnit_det _).mpr (isUnit_det_of_right_inverse hprod), ?_, ?_, ?_, ?_⟩
  · refine IsSymm.ext fun i j => ?_
    fin_cases i <;> fin_cases j <;> norm_num [modelA, modelB]
  · ext i
    fin_cases i <;> norm_num [modelA, modelB, mulVec, dotProduct, Fin.sum_univ_succ]
  · intro h
    simpa using congrFun h 0
  · rw [inv_eq_right_inv hprod]
    norm_num [mulVec, dotProduct, Fin.sum_univ_succ]

end

end RPAGoldstone
```

```lean
#print axioms RPAGoldstone.rpaMatrix_conjugateMode
#print axioms RPAGoldstone.goldstone_not_diagonalisable_complex
#print axioms RPAGoldstone.goldstone_chain_ends
#print axioms RPAGoldstone.drift_solves
```

```
'RPAGoldstone.rpaMatrix_conjugateMode' depends on axioms: [propext, Classical.choice, Quot.sound]
'RPAGoldstone.goldstone_not_diagonalisable_complex' depends on axioms: [propext, Classical.choice, Quot.sound]
'RPAGoldstone.goldstone_chain_ends' depends on axioms: [propext, Classical.choice, Quot.sound]
'RPAGoldstone.drift_solves' depends on axioms: [propext, Classical.choice, Quot.sound]
```

## Amplitudes, fields and hypotheses in the theorems

The finite type `n` labels the excitations. A vector on `n ⊕ n` is a pair of amplitudes, written `Sum.elim x y`, with the excitation part first. `rpaMatrix A B` is $M$ with the signs used above, `conjugateMode A B v` is $z$, and `IsDiagonalisable` is the condition $MP=PD$ with entries in the field `K`.

`goldstone_not_diagonalisable` says: over any field, if $A-B$ is invertible, $(A+B)v=0$ and $v\neq0$, then $Mz\neq0$, $M^2z=0$ and $M$ is not diagonalisable over that field. Neither $A$ nor $B$ has to be symmetric. Non-diagonalisability over the reals would by itself leave open a diagonalisation with complex eigenvectors; `goldstone_not_diagonalisable_complex` uses the real vector $z$ to exclude it for real $A$ and $B$.

`goldstone_chain_ends` is the statement that $Mw=z$ has no solution, for real matrices with $A+B$ symmetric and nonzero mass along $v$. Invertibility of $A-B$ is not listed there because the mass condition implies it: Mathlib sets the inverse of a singular matrix to zero. `drift_solves` says that, for invertible $A-B$ and $(A+B)v=0$, `drift A B v` has derivative $-iM$ times itself at every real time. It admits complex $A$ and $B$, but the lower blocks remain $-B$ and $-A$. The response matrix for complex orbitals has $-B^*$ and $-A^*$ there, so the physical reading is for real matrices.

`goldstone_witness` confirms that the two-mass model satisfies all the hypotheses of `goldstone_not_diagonalisable`, its complex version and `goldstone_chain_ends`.

The flat direction is assumed and not derived from a broken symmetry of a mean-field energy. The basis is finite, and the case of singular $A-B$ is not treated. For RPA or adiabatic linear-response TDDFT with real orbitals in a finite basis, the consequence is that a response formula which sums over a complete set of eigenvectors of $M$ needs separate treatment of an exact zero mode of this kind.

The matrix could also have been modelled in the variables $x+y$ and $x-y$, where it becomes

$$\begin{pmatrix}0&A-B\\A+B&0\end{pmatrix}.$$

The chain is then visible almost at once, since $(0,u)\to(v,0)\to0$. The theorem would concern the transformed matrix, however, and returning to $M$ requires a change of basis that divides by 2. This would cost nothing in the main theorem: in characteristic 2 one has $A-B=A+B$, so its hypotheses contradict each other and it is vacuous there.

## How the proofs follow the derivation

`rpaMatrix_mulVec` is the block action of $M$. In `zero_mode_iff`, evaluating the vector equation at `Sum.inl i` and `Sum.inr i` yields the two block equations. Their difference is `h3`, and multiplying by $(A-B)^{-1}$ in `h4` gives $x=y$. The reverse direction substitutes $x=y$ into the block action.

`rpaMatrix_conjugateMode` proves $Mz=(v,v)$. It first records $(A-B)u=v$ as `hu`; `generalize` then replaces the inverse expression by a plain vector `u`, and both components follow from `hu`.

`IsDiagonalisable.mulVec_eq_zero` is the eigenbasis argument. The step `h1` says $M(Pw)=P(Dw)$, and `obtain` writes $z=Pc$. Removing $P$ by its inverse gives $D^2c=0$ in `h2`. For each component, `mul_eq_zero` splits $d_i(d_ic_i)=0$ into two cases, and both give $d_ic_i=0$.

The main theorem combines these results: $Mz\neq0$ because $v\neq0$, $M^2z=0$ because $(v,v)$ is a zero mode, and diagonalisability would contradict the pair. In the complex version, `hmap` states that applying $M$ commutes with regarding a real vector as complex, so the eigenbasis lemma can be used over the complex numbers.

In `goldstone_chain_ends`, `h3` is the sum of the block equations, $(A+B)(x+y)=2u$, written as `u + u`. In `h4` the symmetry of $A+B$ moves the matrix onto $v$, and `linarith` concludes $v\cdot u=0$ against the hypothesis. In `drift_solves`, `hM` shows that $M$ sends every point of the trajectory to $(v,v)$, and the derivative of the linear term supplies the factor $-i$. The witness is checked entry by entry, with one quarter of the identity matrix as the inverse of $A-B$.
